# Sums of rotation- and translation-invariant terms of at most three atoms are equal on mirror images

A triangle of three atoms does not move when space is reflected in the triangle's own plane, so any mirror image of it can also be reached by a proper rotation and a translation: make that reflection first, then the mirror operation. An energy of finitely many atoms that sums terms of at most three atoms, each invariant under translations and proper rotations, therefore has the same value on a configuration and on its mirror image, whereas the signed volume spanned by four atoms changes sign.

In Lean 4 with Mathlib:

```lean
import Mathlib

open Matrix

namespace ChiralityBodyOrder

noncomputable section

/-- A position in three-dimensional space. -/
abbrev Point := Fin 3 → ℝ

/-- A proper rotation: an orthogonal matrix of determinant `1`. -/
def IsRotation (R : Matrix (Fin 3) (Fin 3) ℝ) : Prop := Rᵀ * R = 1 ∧ R.det = 1

/-- A mirror operation (improper rotation): an orthogonal matrix of determinant `-1`. -/
def IsMirror (Q : Matrix (Fin 3) (Fin 3) ℝ) : Prop := Qᵀ * Q = 1 ∧ Q.det = -1

/-- The configuration obtained by applying the matrix `A` to every atom and then
translating by `t`. -/
def move {κ : Type*} (A : Matrix (Fin 3) (Fin 3) ℝ) (t : Point) (x : κ → Point) :
    κ → Point := fun i => A *ᵥ x i + t

/-- A function of atomic positions is invariant if translations and proper rotations
of all atoms together leave it unchanged. -/
def IsInvariant {κ : Type*} (V : (κ → Point) → ℝ) : Prop :=
  ∀ R t x, IsRotation R → V (move R t x) = V x

/-- The energy of body order `k`: a sum over all clusters `T` of at most `k` atoms, where
the term of each cluster depends on the positions of its own atoms only. -/
def clusterEnergy {ι : Type*} [Fintype ι] (k : ℕ)
    (V : (T : Finset ι) → (T → Point) → ℝ) (x : ι → Point) : ℝ :=
  ∑ T ∈ Finset.univ.filter (fun T : Finset ι => T.card ≤ k), V T (fun i => x i)

/-- For every nonzero vector `n` there is a mirror operation that fixes all vectors
orthogonal to `n`. -/
theorem exists_reflection (n : Point) (hn : n ≠ 0) :
    ∃ H, IsMirror H ∧ ∀ v : Point, v ⬝ᵥ n = 0 → H *ᵥ v = v := by
  have hs : n ⬝ᵥ n ≠ 0 := fun h => hn (dotProduct_self_eq_zero.1 h)
  simp only [dotProduct, Fin.sum_univ_three] at hs
  obtain ⟨c, hc⟩ : ∃ c : ℝ, c * (n 0 * n 0 + n 1 * n 1 + n 2 * n 2) = 2 :=
    ⟨2 / (n 0 * n 0 + n 1 * n 1 + n 2 * n 2), div_mul_cancel₀ _ hs⟩
  -- the reflection is `1 - c P`, with `P` the dyadic product of `n` with itself
  obtain ⟨P, hP⟩ : ∃ P : Matrix (Fin 3) (Fin 3) ℝ, ∀ i j, P i j = n i * n j :=
    ⟨Matrix.of fun i j => n i * n j, fun _ _ => rfl⟩
  have hPT : Pᵀ = P := by
    ext i j
    rw [Matrix.transpose_apply, hP, hP, mul_comm]
  have hPP : P * P = (n 0 * n 0 + n 1 * n 1 + n 2 * n 2) • P := by
    ext i j
    simp only [Matrix.mul_apply, Matrix.smul_apply, hP, Fin.sum_univ_three, smul_eq_mul]
    ring
  refine ⟨1 - c • P, ⟨?_, ?_⟩, ?_⟩
  · have hcc : c * c * (n 0 * n 0 + n 1 * n 1 + n 2 * n 2) = 2 * c := by
      linear_combination c * hc
    rw [Matrix.transpose_sub, Matrix.transpose_one, Matrix.transpose_smul, hPT]
    calc (1 - c • P) * (1 - c • P) = 1 - (2 * c) • P + (c * c) • (P * P) := by
          simp only [sub_mul, mul_sub, one_mul, mul_one, smul_mul_assoc, mul_smul_comm]
          module
      _ = 1 := by rw [hPP, smul_smul, hcc, sub_add_cancel]
  · simp [Matrix.det_fin_three, hP]
    linear_combination -hc
  · intro v hv
    simp only [dotProduct, Fin.sum_univ_three] at hv
    have hPv : P *ᵥ v = 0 := by
      ext i
      simp only [Matrix.mulVec, dotProduct, hP, Fin.sum_univ_three, Pi.zero_apply]
      linear_combination n i * hv
    rw [Matrix.sub_mulVec, Matrix.one_mulVec, Matrix.smul_mulVec, hPv, smul_zero, sub_zero]

/-- Any three or fewer points lie in a common plane: some nonzero vector is orthogonal to all their
displacements from a chosen one of them. -/
theorem exists_normal {κ : Type*} [Fintype κ] (hκ : Fintype.card κ ≤ 3)
    (x : κ → Point) (i₀ : κ) : ∃ n : Point, n ≠ 0 ∧ ∀ i, (x i - x i₀) ⬝ᵥ n = 0 := by
  have : Nonempty κ := ⟨i₀⟩
  obtain ⟨f⟩ := Function.Embedding.nonempty_of_card_le (α := κ) (β := Fin 3)
    (by simpa using hκ)
  have hinv : ∀ i, Function.invFun f (f i) = i :=
    Function.leftInverse_invFun f.injective
  -- the matrix of displacements has a zero row, hence a kernel
  have hdet : (Matrix.of fun j => x (Function.invFun f j) - x i₀).det = 0 :=
    Matrix.det_eq_zero_of_row_eq_zero (f i₀) (fun j => by simp [hinv])
  obtain ⟨n, hn, h⟩ := Matrix.exists_mulVec_eq_zero_iff.2 hdet
  refine ⟨n, hn, fun i => ?_⟩
  have h2 : (x (Function.invFun f (f i)) - x i₀) ⬝ᵥ n = 0 := congrFun h (f i)
  rwa [hinv] at h2

/-- The mirror image of at most three points can also be reached by a proper rotation
and a translation. -/
theorem mirror_eq_rotation {κ : Type*} [Fintype κ] (hκ : Fintype.card κ ≤ 3)
    (x : κ → Point) {Q : Matrix (Fin 3) (Fin 3) ℝ} (hQ : IsMirror Q) (t : Point) :
    ∃ R s, IsRotation R ∧ move Q t x = move R s x := by
  rcases isEmpty_or_nonempty κ with hE | hN
  · exact ⟨1, 0, ⟨by simp, by simp⟩, funext fun i => isEmptyElim i⟩
  · obtain ⟨i₀⟩ := hN
    obtain ⟨n, hn, hx⟩ := exists_normal hκ x i₀
    obtain ⟨H, hH, hfix⟩ := exists_reflection n hn
    -- two mirror operations in succession make a proper rotation
    refine ⟨Q * H, Q *ᵥ x i₀ + t - (Q * H) *ᵥ x i₀, ⟨?_, ?_⟩, funext fun i => ?_⟩
    · rw [Matrix.transpose_mul, Matrix.mul_assoc, ← Matrix.mul_assoc Qᵀ, hQ.1,
        Matrix.one_mul, hH.1]
    · rw [Matrix.det_mul, hQ.2, hH.2]
      norm_num
    · have h : (Q * H) *ᵥ (x i - x i₀) = Q *ᵥ (x i - x i₀) := by
        rw [← Matrix.mulVec_mulVec, hfix _ (hx i)]
      rw [Matrix.mulVec_sub, Matrix.mulVec_sub] at h
      change Q *ᵥ x i + t = (Q * H) *ᵥ x i + (Q *ᵥ x i₀ + t - (Q * H) *ᵥ x i₀)
      linear_combination (norm := module) (-1 : ℝ) • h

/-- An energy built from terms of at most three atoms, each invariant under translations
and proper rotations, is equal for a configuration and its mirror image. -/
theorem threeBody_mirror_blind {ι : Type*} [Fintype ι]
    (V : (T : Finset ι) → (T → Point) → ℝ) (hV : ∀ T, IsInvariant (V T))
    {Q : Matrix (Fin 3) (Fin 3) ℝ} (hQ : IsMirror Q) (t : Point) (x : ι → Point) :
    clusterEnergy 3 V (move Q t x) = clusterEnergy 3 V x := by
  unfold clusterEnergy
  refine Finset.sum_congr rfl fun T hT => ?_
  have hc : Fintype.card T ≤ 3 := by simpa using hT
  obtain ⟨R, s, hR, h⟩ := mirror_eq_rotation hc (fun i : T => x i) hQ t
  calc V T (fun i => move Q t x i) = V T (move Q t fun i : T => x i) := rfl
    _ = V T (move R s fun i : T => x i) := by rw [h]
    _ = V T (fun i => x i) := hV T R s _ hR

/-- The signed volume of four points: the determinant of the three edge vectors that
start at the first point. -/
def signedVolume (x : Fin 4 → Point) : ℝ :=
  (Matrix.of fun i j : Fin 3 => x i.succ j - x 0 j).det

/-- Under a linear map followed by a translation the signed volume is multiplied by the
determinant of the map. -/
theorem signedVolume_move (A : Matrix (Fin 3) (Fin 3) ℝ) (t : Point) (x : Fin 4 → Point) :
    signedVolume (move A t x) = A.det * signedVolume x := by
  have h : (Matrix.of fun i j : Fin 3 => move A t x i.succ j - move A t x 0 j)
      = (Matrix.of fun i j : Fin 3 => x i.succ j - x 0 j) * Aᵀ := by
    ext i j
    simp only [Matrix.of_apply, move, Matrix.mul_apply, Matrix.transpose_apply,
      Matrix.mulVec, dotProduct, Pi.add_apply, Fin.sum_univ_three]
    ring
  rw [signedVolume, h, Matrix.det_mul, Matrix.det_transpose, mul_comm, signedVolume]

/-- Cluster terms for four labelled atoms: the signed volume for the cluster of all four,
and zero for every smaller cluster. -/
def stereoTerm (T : Finset (Fin 4)) (y : T → Point) : ℝ :=
  if h : T = Finset.univ then signedVolume (fun i => y ⟨i, by simp [h]⟩) else 0

/-- Each of these cluster terms is invariant under translations and proper rotations. -/
theorem stereoTerm_invariant (T : Finset (Fin 4)) : IsInvariant (stereoTerm T) := by
  intro R t y hR
  unfold stereoTerm
  split_ifs with h
  · have key := signedVolume_move R t (fun i => y ⟨i, by simp [h]⟩)
    rw [hR.2, one_mul] at key
    exact key
  · rfl

/-- The four-body energy with these terms differs between a configuration of four labelled
atoms with nonzero signed volume and its mirror image. -/
theorem fourBody_detects_handedness {Q : Matrix (Fin 3) (Fin 3) ℝ} (hQ : IsMirror Q)
    (t : Point) (x : Fin 4 → Point) (hx : signedVolume x ≠ 0) :
    clusterEnergy 4 stereoTerm (move Q t x) ≠ clusterEnergy 4 stereoTerm x := by
  -- only the cluster of all four atoms contributes
  have hE : ∀ y, clusterEnergy 4 stereoTerm y = signedVolume y := by
    intro y
    unfold clusterEnergy
    rw [Finset.sum_eq_single Finset.univ]
    · simp [stereoTerm]
    · intro T _ hT
      simp [stereoTerm, hT]
    · intro h
      exact absurd (by simp) h
  rw [hE, hE, signedVolume_move, hQ.2]
  intro h
  exact hx (by linarith)

/-- The signed volume is not an energy built from terms of at most three atoms that are
each invariant under translations and proper rotations. -/
theorem signedVolume_not_threeBody (V : (T : Finset (Fin 4)) → (T → Point) → ℝ)
    (hV : ∀ T, IsInvariant (V T)) : clusterEnergy 3 V ≠ signedVolume := by
  intro h
  have hQ : IsMirror (-1) := by
    refine ⟨by simp, ?_⟩
    rw [Matrix.det_neg, Matrix.det_one, Fintype.card_fin]
    norm_num
  -- test on the origin and the three unit vectors
  let x : Fin 4 → Point := fun i j => if i = j.succ then 1 else 0
  have hx : signedVolume x = 1 := by
    have hM : (Matrix.of fun i j : Fin 3 => x i.succ j - x 0 j) = 1 := by
      ext i j
      simp [x, Matrix.one_apply, (Fin.succ_ne_zero j).symm]
    rw [signedVolume, hM, Matrix.det_one]
  have key := threeBody_mirror_blind V hV hQ 0 x
  rw [h, signedVolume_move, hQ.2, hx] at key
  norm_num at key

end

end ChiralityBodyOrder
```

```lean
#print axioms ChiralityBodyOrder.threeBody_mirror_blind
#print axioms ChiralityBodyOrder.stereoTerm_invariant
#print axioms ChiralityBodyOrder.fourBody_detects_handedness
#print axioms ChiralityBodyOrder.signedVolume_not_threeBody
```

```
'ChiralityBodyOrder.threeBody_mirror_blind' depends on axioms: [propext, Classical.choice, Quot.sound]
'ChiralityBodyOrder.stereoTerm_invariant' depends on axioms: [propext, Classical.choice, Quot.sound]
'ChiralityBodyOrder.fourBody_detects_handedness' depends on axioms: [propext, Classical.choice, Quot.sound]
'ChiralityBodyOrder.signedVolume_not_threeBody' depends on axioms: [propext, Classical.choice, Quot.sound]
```

## Atoms, motions and body order

An atom's position is a `Point`, a triple of real coordinates numbered 0, 1, 2. A configuration is a function `x : ι → Point`, where `ι` is a finite set of atom labels. Positions may coincide.

`IsRotation R` says $R^{T}R=1$ and $\det R=1$. `IsMirror Q` says $Q^{T}Q=1$ and $\det Q=-1$, which includes reflections in planes through the origin, inversion and rotation-reflections. `move A t x` sends every $x_i$ to $Ax_i+t$, so the mirror image of a configuration may also be shifted by any vector $t$.

`clusterEnergy k V` is

$$E_k(x)=\sum_{|T|\le k}V_T\big((x_i)_{i\in T}\big).$$

The sum runs over subsets $T$ of the atoms, each counted once. It includes the empty subset, which contributes a constant. Every subset has its own function $V_T$, so different chemical species are allowed, and identical atoms are the special case in which subsets of equal size share one function, unchanged when its atoms are exchanged. No smoothness or cutoff is assumed.

The hypothesis `hV` requires each $V_T$ to be invariant under translations and proper rotations. It stands for the absence of external fields and preferred directions, imposed term by term. Nothing is assumed about reflections.

With this, `threeBody_mirror_blind` states $E_3(Qx+t)=E_3(x)$ for every mirror operation $Q$, every $t$ and every configuration $x$.

Two theorems concern four atoms, labelled 0 to 3. `signedVolume` is the determinant whose rows are $x_1-x_0$, $x_2-x_0$ and $x_3-x_0$, which is six times the oriented volume of the tetrahedron. `fourBody_detects_handedness` gives a particular energy of body order four, with invariant terms, that differs between $x$ and its mirror image whenever the signed volume of $x$ is nonzero. `signedVolume_not_threeBody` says that no choice of invariant terms of at most three atoms makes $E_3$ equal to the signed volume as a function.

## Which properties need four atoms

The electronic energy of an isolated molecule with clamped nuclei, in the non-relativistic Coulomb model, is itself equal for mirror images, so the equality is no defect in a potential fitted to it. It matters for quantities that change sign under reflection, such as the orientation-averaged optical rotation: within this model of finitely many atoms, a sum of invariant terms of at most three atoms can agree with such a quantity on both a configuration and its mirror image only if the quantity vanishes there.

"Handedness" here refers to labelled atoms. The signed volume is odd under exchange of two atoms, so it is not an admissible term for four identical ones. A regular tetrahedron of identical atoms has nonzero signed volume and is nevertheless achiral. The theorems treat finite sets of atoms in three dimensions; periodic crystals, and terms that depend on spins or other internal variables, lie beyond them.

## A reflection that leaves three atoms in place

**A common normal.** Take a cluster of one, two or three atoms and choose one of them, $i_0$. Write the displacements $x_i-x_{i_0}$ as rows of a $3\times3$ matrix, filling any spare rows with repeated displacements. The row of $i_0$ is zero, so the determinant vanishes and there is a vector $n\neq0$ that the matrix sends to zero. Row by row, this says

$$(x_i-x_{i_0})\cdot n=0\quad\text{for all } i .$$

This is `exists_normal`. The embedding `f` assigns a row to each atom, and `Function.invFun f` reads the atom back from the row. The zero row gives `hdet`, and `Matrix.exists_mulVec_eq_zero_iff` supplies $n$. Collinear or coincident atoms need no separate treatment.

**The reflection.** Let $P_{ij}=n_in_j$, $c=2/(n\cdot n)$ and $H=1-cP$. Since $P^{T}=P$ and $P^2=(n\cdot n)P$,

$$H^{T}H=1-2cP+c^2(n\cdot n)P=1,$$

because $c^2(n\cdot n)=2c$. All $2\times2$ minors of $P$ vanish, so only the constant term and the term linear in $c$ survive in the determinant:

$$\det H=1-c\,(n\cdot n)=-1 .$$

If $v\cdot n=0$, then $Pv=n\,(n\cdot v)=0$ and $Hv=v$. These are the three goals of `exists_reflection`. The code keeps $c$ through the equation `hc`, $c\,(n\cdot n)=2$, and `linear_combination -hc` finishes the determinant after `Matrix.det_fin_three` has expanded it.

**From mirror operation to rotation.** Given a mirror operation $Q$, put

$$R=QH,\qquad s=Qx_{i_0}+t-Rx_{i_0}.$$

Then $R^{T}R=H^{T}Q^{T}QH=1$ and $\det R=(-1)(-1)=1$, so $R$ is a proper rotation. Because $H$ fixes the displacements,

$$Rx_i+s=QH(x_i-x_{i_0})+Qx_{i_0}+t=Q(x_i-x_{i_0})+Qx_{i_0}+t=Qx_i+t .$$

On this cluster the rotation and the mirror operation have the same effect. In `mirror_eq_rotation` the displacement identity is `h`, and the last `linear_combination` does the rearrangement. The empty cluster has no atom $i_0$, and there the identity matrix serves.

**The sum.** Each term satisfies

$$V_T(Qx+t)=V_T(Rx+s)=V_T(x),$$

first by the equality of positions, then by invariance. `Finset.sum_congr` reduces the theorem to this statement for one cluster, and the `calc` block carries it out. The rotation $R$ depends on the cluster. A configuration of four or more atoms may have no single proper rotation and translation that together carry it onto its mirror image, yet every triple in it has such a pair, and the energy sees only clusters of at most three atoms.

## The sign of a tetrahedron

Let $M$ be the matrix with rows $x_{i+1}-x_0$ for $i=0,1,2$. Under $x\mapsto Ax+t$ the translation cancels in the differences and each row is multiplied by $A^{T}$ from the right, so $M$ becomes $MA^{T}$ and

$$\det(MA^{T})=\det A\,\det M .$$

This is `signedVolume_move`. Proper rotations and translations leave the signed volume unchanged, and mirror operations reverse its sign.

`stereoTerm` assigns the signed volume to the cluster of all four atoms and zero to every smaller one. `stereoTerm_invariant` checks the required invariance, and `Finset.sum_eq_single` reduces the energy to its one nonzero term. If the energies of a configuration and its mirror image were equal, then $-\det M=\det M$, which forces $\det M=0$. In the limiting case of four coplanar atoms the signed volume is zero and this energy does not distinguish the two images.

For `signedVolume_not_threeBody`, suppose that some $E_3$ with invariant terms equals the signed volume. Place the atoms at the origin and at the three unit vectors, where $M=1$ and the signed volume is 1. Inversion, $Q=-1$, turns it into $-1$, while `threeBody_mirror_blind` says that $E_3$ does not change. This would give $-1=1$.

## Why translation invariance of the total is not enough

It is not enough that the total energy is invariant under translations and proper rotations while the separate terms are invariant only under proper rotations about the origin. Write $a,b,c,d$ for the positions $x_0,x_1,x_2,x_3$. Expanding the determinant, and discarding terms in which $a$ occurs more than once, gives

$$\det(b-a,c-a,d-a)=\det(b,c,d)-\det(a,c,d)+\det(a,b,d)-\det(a,b,c).$$

Each term on the right involves three atoms and is unchanged by proper rotations about the origin. The total is also unchanged by translations, and it still reverses sign in a mirror. The separate terms are not translation-invariant: in each of them the origin of coordinates acts as a fourth point.
